# A residual bound on the misalignment of a followed Hessian mode, given a curvature gap

In a saddle search that climbs along a unit trial mode $w$, it is useful to know how far $w$ still is from the Hessian eigenvector $v$ that it is meant to follow. A small residual $Hw-rw$, with $r=\langle w,Hw\rangle$, does not settle this alone, since a mixture of two modes of nearly equal curvature also has a small residual. The other modes must be kept away from $r$, and the choice to be made is how to say so. Here the condition concerns actual eigenvectors: every eigenvalue of $H$ that has an eigenvector orthogonal to $v$ lies at distance at least $d$ from $r$. The lower bound $\|Hu-ru\|\ge d\|u\|$ for all $u$ orthogonal to $v$ is not assumed; it is derived.

Under this condition, with $d>0$, $H$ symmetric and $v$ of unit length,

$$1-\langle w,v\rangle^2\le\frac{\|Hw-rw\|^2}{d^2}.$$

The left side is $\sin^2\theta$, where $\theta$ is the angle between the lines spanned by $w$ and $v$, so the sign of either vector is immaterial. The bound applies to eigenvector-following and dimer-type searches, for one finite-dimensional Hessian at a fixed geometry.

## Curvature, residual and gap

The displacements form a real inner product space `E`, which may be Cartesian or mass-weighted.

In Lean 4 with Mathlib:

```lean
import Mathlib

open scoped InnerProductSpace

namespace FollowedModeResidual

noncomputable section

variable {E : Type*} [NormedAddCommGroup E] [InnerProductSpace ℝ E]
```

The curvature along $w$ is $r=\langle w,Hw\rangle$. There is no division by $\langle w,w\rangle$, so this is the Rayleigh quotient only for unit $w$, which the theorems require.

```lean
/-- The curvature `⟨w, H w⟩` of the Hessian `H` along the trial mode `w`. -/
def curvature (H : E →ₗ[ℝ] E) (w : E) : ℝ := inner ℝ w (H w)
```

The residual is what remains of $Hw$ after $rw$ is subtracted. It vanishes when the unit vector $w$ is an eigenvector.

```lean
/-- The residual `H w - ⟨w, H w⟩ w` of the trial mode `w`. -/
def residual (H : E →ₗ[ℝ] E) (w : E) : E := H w - curvature H w • w
```

The gap condition is stated for a general number $\sigma$, later set to $r$. In words: if $u\ne0$, $\langle v,u\rangle=0$ and $Hu=\mu u$, then $d\le|\mu-\sigma|$.

```lean
/-- Every eigenvalue of `H` that has an eigenvector orthogonal to `v` lies at distance
at least `d` from the number `σ`. -/
def ComplementGap (H : E →ₗ[ℝ] E) (v : E) (σ d : ℝ) : Prop :=
  ∀ (μ : ℝ) (u : E), u ≠ 0 → inner ℝ v u = 0 → H u = μ • u → d ≤ |μ - σ|
```

Physically, $d$ is a lower bound on the separation between the curvature measured along the trial mode and the curvatures of all competing modes. It is an assumed input: $w$ and $Hw$ alone do not supply it. For a system in no external field and with no atom held fixed, the overall translations in Cartesian coordinates are modes of zero curvature, which forces $d\le|r|$ unless `E` is taken to be a space from which they have been removed. If the eigenvalue of $v$ is degenerate, its partners orthogonal to $v$ count as competing modes too.

## The shifted Hessian on the complement of the mode

Let $Hv=lv$; the letter $l$ is the eigenvalue often written $\lambda$. Take $u\perp v$ and an orthonormal eigenbasis $b_i$ with $Hb_i=\mu_i b_i$. Symmetry gives $\langle b_i,Hu-\sigma u\rangle=(\mu_i-\sigma)\langle b_i,u\rangle$, hence

$$\|Hu-\sigma u\|^2=\sum_i(\mu_i-\sigma)^2\langle b_i,u\rangle^2 .$$

Terms with $\langle b_i,u\rangle=0$ contribute nothing. For the others we need $|\mu_i-\sigma|\ge d$, but in a degenerate eigenspace $b_i$ need not be orthogonal to $v$. So project it: $p_i=b_i-\langle v,b_i\rangle v$. From $\langle Hv,b_i\rangle=\langle v,Hb_i\rangle$ we get $l\langle v,b_i\rangle=\mu_i\langle v,b_i\rangle$, and therefore

$$Hp_i=\mu_i b_i-\langle v,b_i\rangle\,l\,v=\mu_i p_i .$$

Also $\langle p_i,u\rangle=\langle b_i,u\rangle\neq0$, so $p_i\ne0$. The gap condition applies to $p_i$, and summing the terms gives

$$d^2\|u\|^2\le\|Hu-\sigma u\|^2 .$$

In the proof below, `pars` is the Parseval sum, `h1` gives the components of the shifted vector, `h2` is the symmetry relation, and `h3` applies the gap condition to $p_i$. The hypothesis `H.IsSymmetric` means $\langle Hx,y\rangle=\langle x,Hy\rangle$ for all $x,y$; finite dimension provides the eigenbasis.

```lean
variable [FiniteDimensional ℝ E]

/-- For a symmetric `H` with unit eigenvector `v` and a gap `d ≥ 0` around `σ` on the
complement of `v`, the shifted Hessian `H - σ` stretches each vector orthogonal to `v`
by at least the factor `d`. -/
theorem gap_bound {H : E →ₗ[ℝ] E} (hH : H.IsSymmetric) {v u : E} {l σ d : ℝ}
    (hv1 : ‖v‖ = 1) (hv : H v = l • v) (hd : 0 ≤ d) (hgap : ComplementGap H v σ d)
    (hu : inner ℝ v u = 0) : d ^ 2 * ‖u‖ ^ 2 ≤ ‖H u - σ • u‖ ^ 2 := by
  obtain ⟨n, b, μ, hb⟩ : ∃ (n : ℕ) (b : OrthonormalBasis (Fin n) ℝ E) (μ : Fin n → ℝ),
      ∀ i, H (b i) = μ i • b i :=
    ⟨_, hH.eigenvectorBasis rfl, hH.eigenvalues rfl,
      fun i => hH.apply_eigenvectorBasis rfl i⟩
  have pars : ∀ x : E, ‖x‖ ^ 2 = ∑ i, (inner ℝ (b i) x) ^ 2 := by
    intro x
    rw [← real_inner_self_eq_norm_sq, ← b.sum_inner_mul_inner x x]
    refine Finset.sum_congr rfl fun i _ => ?_
    rw [real_inner_comm (b i) x, sq]
  rw [pars, pars, Finset.mul_sum]
  refine Finset.sum_le_sum fun i _ => ?_
  have h1 : inner ℝ (b i) (H u - σ • u) = (μ i - σ) * inner ℝ (b i) u := by
    rw [inner_sub_right, real_inner_smul_right, ← hH (b i) u, hb, real_inner_smul_left]
    ring
  by_cases h0 : inner ℝ (b i) u = 0
  · rw [h1, h0]
    simp
  -- the basis vector, projected off `v`, is still an eigenvector
  have h2 : inner ℝ v (b i) * l = μ i * inner ℝ v (b i) := by
    have h := hH v (b i)
    rw [hv, hb, real_inner_smul_left, real_inner_smul_right] at h
    linear_combination h
  have h3 : d ≤ |μ i - σ| := by
    apply hgap (μ i) (b i - (inner ℝ v (b i) : ℝ) • v)
    · intro hp
      apply h0
      have h : inner ℝ (b i - (inner ℝ v (b i) : ℝ) • v) u = 0 := by
        rw [hp, inner_zero_left]
      rw [inner_sub_left, real_inner_smul_left, hu] at h
      linarith
    · rw [inner_sub_right, real_inner_smul_right, real_inner_self_eq_norm_sq, hv1]
      ring
    · rw [map_sub, map_smul, hb, hv, smul_sub, smul_smul, smul_smul, h2]
  have h4 : d ^ 2 ≤ (μ i - σ) ^ 2 := by
    rw [← sq_abs (μ i - σ)]
    exact pow_le_pow_left₀ hd h3 2
  rw [h1, mul_pow]
  exact mul_le_mul_of_nonneg_right h4 (sq_nonneg _)
```

## Two orthogonal parts of the residual

Write $c=\langle w,v\rangle$ and $u=w-cv$. Then $\langle v,u\rangle=0$ and $\|u\|^2=1-c^2$. Substituting $w=u+cv$,

$$Hw-rw=(Hu-ru)+c(l-r)v .$$

The two parts are orthogonal, because $\langle v,Hu-ru\rangle=\langle Hv,u\rangle-r\langle v,u\rangle=(l-r)\langle v,u\rangle=0$. By Pythagoras and the previous bound,

$$\|Hw-rw\|^2=\|Hu-ru\|^2+c^2(l-r)^2\ \ge\ d^2(1-c^2)+(l-r)^2c^2 .$$

The first term on the right measures misalignment, the second the error in the curvature. In the code, `hdec` is the decomposition, `hg` the orthogonality and `hnorm` the Pythagorean identity. The curvature is replaced by a free number `σ` at the start, since its value plays no part in these steps.

```lean
/-- For a symmetric `H`, a unit eigenvector `v` with eigenvalue `l`, a unit trial mode `w`
and a gap `d ≥ 0` around the curvature of `w` on the complement of `v`, the squared residual
bounds the sum of a misalignment term and a curvature-error term. -/
theorem residual_split {H : E →ₗ[ℝ] E} (hH : H.IsSymmetric) {v w : E} {l d : ℝ}
    (hv1 : ‖v‖ = 1) (hv : H v = l • v) (hw1 : ‖w‖ = 1) (hd : 0 ≤ d)
    (hgap : ComplementGap H v (curvature H w) d) :
    d ^ 2 * (1 - (inner ℝ w v) ^ 2) + (l - curvature H w) ^ 2 * (inner ℝ w v) ^ 2
      ≤ ‖residual H w‖ ^ 2 := by
  unfold residual
  generalize curvature H w = σ at *
  obtain ⟨c, hwv⟩ : ∃ c : ℝ, inner ℝ w v = c := ⟨_, rfl⟩
  have hvw : inner ℝ v w = c := by rw [real_inner_comm, hwv]
  have hvv : inner ℝ v v = (1 : ℝ) := by rw [real_inner_self_eq_norm_sq, hv1]; norm_num
  have hww : inner ℝ w w = (1 : ℝ) := by rw [real_inner_self_eq_norm_sq, hw1]; norm_num
  -- `u` is the part of the trial mode orthogonal to `v`
  obtain ⟨u, hu⟩ : ∃ u : E, u = w - c • v := ⟨_, rfl⟩
  have hvu : inner ℝ v u = (0 : ℝ) := by
    rw [hu, inner_sub_right, real_inner_smul_right, hvw, hvv]
    ring
  have hnu : ‖u‖ ^ 2 = 1 - c ^ 2 := by
    rw [← real_inner_self_eq_norm_sq, hu]
    simp only [inner_sub_left, inner_sub_right, real_inner_smul_left,
      real_inner_smul_right, hvv, hww, hvw, hwv]
    ring
  have hg : inner ℝ v (H u - σ • u) = (0 : ℝ) := by
    rw [inner_sub_right, ← hH v u, hv, real_inner_smul_left, real_inner_smul_right, hvu]
    ring
  have hdec : H w - σ • w = (H u - σ • u) + (c * (l - σ)) • v := by
    rw [hu, map_sub, map_smul, hv]
    module
  -- the two parts of the residual are orthogonal
  have hnorm : ‖H w - σ • w‖ ^ 2 = ‖H u - σ • u‖ ^ 2 + (c * (l - σ)) ^ 2 := by
    rw [hdec, norm_add_sq_real, real_inner_smul_right, real_inner_comm, hg, norm_smul,
      hv1, mul_one, Real.norm_eq_abs, sq_abs]
    ring
  have key := gap_bound hH hv1 hv hd hgap hvu
  rw [hnu] at key
  rw [hwv, hnorm]
  linarith [mul_pow c (l - σ) 2, mul_comm (c ^ 2) ((l - σ) ^ 2)]
```

## The bound on the misalignment

The curvature term is non-negative. Dropping it leaves $d^2(1-c^2)\le\|Hw-rw\|^2$, and division by $d^2>0$ gives the result.

The hypotheses of `residual_test` read in order: $H$ is symmetric, $v$ has unit length and is an eigenvector, $w$ has unit length, $d$ is positive, and the gap condition holds around the curvature of $w$. Nothing requires $l$ to be negative or the lowest eigenvalue, so the test measures closeness to $v$ and does not show that $v$ is the right mode to climb. The residual is formed with the exact product $Hw$; in a search that obtains this product from finite differences of gradients, the difference error has to be estimated separately.

```lean
/-- Residual test: for a symmetric Hessian with unit eigenvector `v` and a unit trial mode
`w`, if the eigenvalues on the complement of `v` stay at least `d > 0` away from the
curvature of `w`, then `1 - ⟨w, v⟩²` is at most the squared residual over `d²`. -/
theorem residual_test {H : E →ₗ[ℝ] E} (hH : H.IsSymmetric) {v w : E} {l d : ℝ}
    (hv1 : ‖v‖ = 1) (hv : H v = l • v) (hw1 : ‖w‖ = 1) (hd : 0 < d)
    (hgap : ComplementGap H v (curvature H w) d) :
    1 - (inner ℝ w v) ^ 2 ≤ ‖residual H w‖ ^ 2 / d ^ 2 := by
  have key := residual_split hH hv1 hv hw1 hd.le hgap
  have hpos := mul_nonneg (sq_nonneg (l - curvature H w)) (sq_nonneg (inner ℝ w v))
  rw [le_div_iff₀ (pow_pos hd 2)]
  linarith
```

## When the trial mode belongs to $v$

Suppose $2\|Hw-rw\|^2<d^2$. The bound gives $1-c^2<\tfrac12$, so $c^2>\tfrac12$. For any unit vector $u\perp v$ (no longer the remainder $w-cv$),

$$0\le\|w-cv-\langle w,u\rangle u\|^2=1-c^2-\langle w,u\rangle^2 ,$$

hence $\langle w,u\rangle^2<\tfrac12<c^2$. The squared overlap with $v$ exceeds that with any unit vector in the complement, whether or not that vector is an eigenvector. The displayed inequality is `bessel` in the code.

```lean
/-- Under the hypotheses of the residual test, if twice the squared residual is below `d²`, then the
squared overlap of the trial mode with `v` exceeds its squared overlap with any unit vector
orthogonal to `v`. -/
theorem followed_mode_identified {H : E →ₗ[ℝ] E} (hH : H.IsSymmetric) {v w u : E}
    {l d : ℝ} (hv1 : ‖v‖ = 1) (hv : H v = l • v) (hw1 : ‖w‖ = 1) (hd : 0 < d)
    (hgap : ComplementGap H v (curvature H w) d) (hres : 2 * ‖residual H w‖ ^ 2 < d ^ 2)
    (hu1 : ‖u‖ = 1) (hvu : inner ℝ v u = 0) :
    (inner ℝ w u) ^ 2 < (inner ℝ w v) ^ 2 := by
  have key := residual_test hH hv1 hv hw1 hd hgap
  have hhalf : ‖residual H w‖ ^ 2 / d ^ 2 < 1 / 2 := by
    rw [div_lt_iff₀ (pow_pos hd 2)]
    linarith
  -- Bessel's inequality for the orthonormal pair `v`, `u`
  have bessel : (inner ℝ w v) ^ 2 + (inner ℝ w u) ^ 2 ≤ 1 := by
    have h := real_inner_self_nonneg
      (x := w - (inner ℝ w v : ℝ) • v - (inner ℝ w u : ℝ) • u)
    have huv : inner ℝ u v = (0 : ℝ) := by rw [real_inner_comm, hvu]
    simp only [inner_sub_left, inner_sub_right, real_inner_smul_left,
      real_inner_smul_right, real_inner_self_eq_norm_sq, norm_smul, mul_pow,
      Real.norm_eq_abs, sq_abs, hv1, hw1, hu1, hvu, huv,
      real_inner_comm w v, real_inner_comm w u] at h
    nlinarith [h]
  linarith
```

## The error in the curvature

Let $\rho=\|Hw-rw\|$ and suppose $\rho<d$. Then $|l-r|\le\rho$. If instead $|l-r|>\rho$, both $d^2$ and $(l-r)^2$ would exceed $\rho^2$. Since $0\le c^2\le1$ by the Cauchy–Schwarz inequality, their weighted mean would exceed it too:

$$d^2(1-c^2)+(l-r)^2c^2>\rho^2 .$$

This contradicts the bound with two terms. The estimate is loose for small $\rho$: at fixed $d$ the error $|l-r|$ is at most of order $\rho^2$, which is not proved here. The code treats $c^2=0$ separately, where only $d^2$ remains in the mean; for $c^2>0$ the products `p1` and `p2` supply the strict inequality.

```lean
/-- Under the hypotheses of the residual test, if the residual norm is below `d`, then the
curvature of the trial mode differs from the eigenvalue of `v` by at most that norm. -/
theorem curvature_error {H : E →ₗ[ℝ] E} (hH : H.IsSymmetric) {v w : E} {l d : ℝ}
    (hv1 : ‖v‖ = 1) (hv : H v = l • v) (hw1 : ‖w‖ = 1) (hd : 0 < d)
    (hgap : ComplementGap H v (curvature H w) d) (hres : ‖residual H w‖ < d) :
    |l - curvature H w| ≤ ‖residual H w‖ := by
  have key := residual_split hH hv1 hv hw1 hd.le hgap
  have hc : (inner ℝ w v) ^ 2 ≤ (1 : ℝ) := by
    have h := abs_real_inner_le_norm w v
    rw [hw1, hv1, mul_one] at h
    rw [← sq_abs]
    exact pow_le_one₀ (abs_nonneg _) h
  by_contra hcon
  have hlt := lt_of_not_ge hcon
  have hR := norm_nonneg (residual H w)
  have hA : ‖residual H w‖ ^ 2 < (l - curvature H w) ^ 2 := by
    rw [← sq_abs (l - curvature H w)]
    nlinarith
  have hB : ‖residual H w‖ ^ 2 < d ^ 2 := by nlinarith
  -- a weighted mean of two numbers above the squared residual cannot lie below it
  rcases eq_or_lt_of_le (sq_nonneg (inner ℝ w v : ℝ)) with h0 | h0
  · rw [← h0] at key
    linarith
  · have p1 := mul_pos h0 (sub_pos.mpr hA)
    have p2 := mul_nonneg (sub_nonneg.mpr hc) (sub_pos.mpr hB).le
    linarith
```

## Three modes that attain equality

Take uncoupled modes with curvatures $k$, $k+d$ and $k-d$, where $d>0$. Coordinates are numbered $0,1,2$, as in the code.

```lean
/-- The Hessian of three uncoupled modes with curvatures `k`, `k + d` and `k - d`. -/
def threeMode (k d : ℝ) : EuclideanSpace ℝ (Fin 3) →ₗ[ℝ] EuclideanSpace ℝ (Fin 3) where
  toFun x := !₂[k * x 0, (k + d) * x 1, (k - d) * x 2]
  map_add' x y := by
    ext i
    fin_cases i <;> simp [mul_add]
  map_smul' a x := by
    ext i
    fin_cases i <;> simp [mul_left_comm]
```

The inner product is the usual sum $x_0y_0+x_1y_1+x_2y_2$.

```lean
/-- The inner product of two vectors in three dimensions, written in coordinates. -/
theorem inner_three (x y : EuclideanSpace ℝ (Fin 3)) :
    inner ℝ x y = x 0 * y 0 + x 1 * y 1 + x 2 * y 2 := by
  simp [PiLp.inner_apply, Fin.sum_univ_three, mul_comm]
```

Let $v=(1,0,0)$ and $w=(c,s,s)$ with $c^2+2s^2=1$. The shifts $\pm d$ cancel in the curvature:

$$r=kc^2+(k+d)s^2+(k-d)s^2=k .$$

The residual is therefore $(0,ds,-ds)$, and

$$\frac{\|Hw-rw\|^2}{d^2}=2s^2=1-c^2=1-\langle w,v\rangle^2 .$$

For the gap condition, an eigenvector $u\perp v$ has $u_0=0$, and at least one of $u_1,u_2$ is non-zero. Its eigenvalue is then $k+d$ or $k-d$, at distance exactly $d$ from $r$.

The theorem states all the hypotheses of the residual test for this example together with the equality. Since $c$ may take any value from $-1$ to $1$, the bound is attained at every degree of misalignment, and no constant factor smaller than one could be placed in front of its right side.

```lean
/-- Sharpness: for the three-mode Hessian with `d > 0`, the first mode as `v` and any unit
trial mode `(c, s, s)`, the hypotheses of the residual test hold and its bound is an
equality. -/
theorem residual_test_sharp (k d c s : ℝ) (hd : 0 < d) (hcs : c ^ 2 + 2 * s ^ 2 = 1) :
    (threeMode k d).IsSymmetric ∧ ‖(!₂[1, 0, 0] : EuclideanSpace ℝ (Fin 3))‖ = 1 ∧
    threeMode k d !₂[1, 0, 0] = k • !₂[1, 0, 0] ∧
    ‖(!₂[c, s, s] : EuclideanSpace ℝ (Fin 3))‖ = 1 ∧
    ComplementGap (threeMode k d) !₂[1, 0, 0] (curvature (threeMode k d) !₂[c, s, s]) d ∧
    1 - (inner ℝ (!₂[c, s, s] : EuclideanSpace ℝ (Fin 3)) !₂[1, 0, 0]) ^ 2
      = ‖residual (threeMode k d) !₂[c, s, s]‖ ^ 2 / d ^ 2 := by
  have hr : curvature (threeMode k d) !₂[c, s, s] = k := by
    simp only [curvature, inner_three]
    simp [threeMode]
    linear_combination k * hcs
  have unit : ∀ x : EuclideanSpace ℝ (Fin 3), inner ℝ x x = (1 : ℝ) → ‖x‖ = 1 := by
    intro x hx
    rw [real_inner_self_eq_norm_sq] at hx
    nlinarith [norm_nonneg x]
  refine ⟨?_, ?_, ?_, ?_, ?_, ?_⟩
  · intro x y
    simp only [inner_three]
    simp [threeMode]
    ring
  · apply unit
    rw [inner_three]
    simp
  · ext i
    fin_cases i <;> simp [threeMode]
  · apply unit
    rw [inner_three]
    simp
    linear_combination hcs
  · rw [hr]
    intro μ u hu hvu hμ
    have h0 : u 0 = 0 := by
      rw [inner_three] at hvu
      simpa using hvu
    have h1 : (k + d) * u 1 = μ * u 1 := by
      have h := congrArg (fun z : EuclideanSpace ℝ (Fin 3) => z 1) hμ
      simpa [threeMode] using h
    have h2 : (k - d) * u 2 = μ * u 2 := by
      have h := congrArg (fun z : EuclideanSpace ℝ (Fin 3) => z 2) hμ
      simpa [threeMode] using h
    by_cases hu1 : u 1 = 0
    · have hu2 : u 2 ≠ 0 := by
        intro hu2
        apply hu
        ext i
        fin_cases i
        · exact h0
        · exact hu1
        · exact hu2
      have hm := mul_right_cancel₀ hu2 h2
      rw [← hm]
      linarith [neg_le_abs (k - d - k)]
    · have hm := mul_right_cancel₀ hu1 h1
      rw [← hm]
      linarith [le_abs_self (k + d - k)]
  · rw [eq_div_iff (pow_pos hd 2).ne', ← real_inner_self_eq_norm_sq, residual, hr,
      inner_three, inner_three]
    simp [threeMode]
    linear_combination (-d ^ 2) * hcs

end

end FollowedModeResidual
```

```lean
#print axioms FollowedModeResidual.residual_split
#print axioms FollowedModeResidual.followed_mode_identified
#print axioms FollowedModeResidual.curvature_error
#print axioms FollowedModeResidual.residual_test_sharp
```

```
'FollowedModeResidual.residual_split' depends on axioms: [propext, Classical.choice, Quot.sound]
'FollowedModeResidual.followed_mode_identified' depends on axioms: [propext, Classical.choice, Quot.sound]
'FollowedModeResidual.curvature_error' depends on axioms: [propext, Classical.choice, Quot.sound]
'FollowedModeResidual.residual_test_sharp' depends on axioms: [propext, Classical.choice, Quot.sound]
```
